# A lower bound on the geometric action of a reaction path, attained by steepest ascent followed by steepest descent

Suppose that the optimisation of a reaction path lowers its geometric action, the integral of the force magnitude along the path, and then stalls. Without a lower bound to compare with, the value reached doesn't tell whether the path follows the slopes of the potential or still cuts across them.

Let V be the potential energy and g(t), with t from 0 to 1, the path through configuration space. Both are assumed continuously differentiable, V on the whole space. Then for every c in [0,1]

∫₀¹ ‖∇V(g(t))‖ ‖g′(t)‖ dt ≥ 2V(g(c)) − V(g(0)) − V(g(1)).

Equality means that the path climbs as steeply as possible before c and descends as steeply as possible after it. The bound is strongest when g(c) is the highest point of the path. If the energy rises up to c and falls after it, the gap between the two sides measures the misalignment of path and gradient. A path over several barriers leaves a gap even when it follows the gradient everywhere, because of the dips between them; the bound is then better applied to each barrier separately. A potential from an electronic-structure calculation can be used if it is smooth near the path, as explained at the end.

## The path and its velocity

```lean
import Mathlib

open Set MeasureTheory
open scoped InnerProductSpace

namespace GeometricAction

noncomputable section

variable {E : Type*} [NormedAddCommGroup E] [InnerProductSpace ℝ E]
```

The type `E` is the configuration space: a real vector space with an inner product, written `⟪x, y⟫_ℝ`. For N atoms it can be the 3N-dimensional space of Cartesian or mass-weighted coordinates. The choice matters, because the inner product fixes both the gradient and the length of the velocity.

```lean
/-- A continuously differentiable path `g` on the interval `[a, b]` with velocity `v`;
derivatives at the end points are one-sided. -/
structure IsC1Path (g v : ℝ → E) (a b : ℝ) : Prop where
  deriv : ∀ t ∈ Icc a b, HasDerivWithinAt g (v t) (Icc a b) t
  vel : ContinuousOn v (Icc a b)
```

`IsC1Path g v a b` says that g has derivative v(t) at each t in [a,b], and that v is continuous there. `Icc a b` is the closed interval [a,b]. In `HasDerivWithinAt`, only parameters inside the interval enter the difference quotient, so the derivatives at the ends are one-sided. The velocity v is a separate function tied to g by this condition; for a < b it is the textbook g′ on [a,b].

```lean
/-- A piece of a continuously differentiable path is a continuously differentiable path. -/
theorem IsC1Path.mono {g v : ℝ → E} {a b a' b' : ℝ} (h : IsC1Path g v a b)
    (ha : a ≤ a') (hb : b' ≤ b) : IsC1Path g v a' b' :=
  ⟨fun t ht => (h.deriv t (Icc_subset_Icc ha hb ht)).mono (Icc_subset_Icc ha hb),
    h.vel.mono (Icc_subset_Icc ha hb)⟩
```

Restricting a path to a smaller parameter interval keeps both properties. This will allow the path to be cut at c.

## Action density and climb rate

```lean
variable [CompleteSpace E]

/-- The climb rate: the inner product of the potential gradient with the velocity. -/
def climbRate (V : E → ℝ) (g v : ℝ → E) (t : ℝ) : ℝ := ⟪gradient V (g t), v t⟫_ℝ
```

The space is now also complete, hence a Hilbert space, which holds automatically in finite dimension. The climb rate is

r(t) = ⟨∇V(g(t)), v(t)⟩,

the rate at which the potential energy changes along the path.

```lean
/-- The action density: the gradient norm times the speed. -/
def actionDensity (V : E → ℝ) (g v : ℝ → E) (t : ℝ) : ℝ := ‖gradient V (g t)‖ * ‖v t‖
```

The action density is

d(t) = ‖∇V(g(t))‖ ‖v(t)‖,

the force magnitude times the speed.

```lean
/-- The geometric action of the path between the parameters `a` and `b`. -/
def geomAction (V : E → ℝ) (g v : ℝ → E) (a b : ℝ) : ℝ :=
  ∫ t in a..b, actionDensity V g v t
```

The geometric action between a and b is

S(a,b) = ∫ₐᵇ d(t) dt.

It has the unit of energy.

```lean
variable {V : E → ℝ} {g v : ℝ → E} {a b c : ℝ}

/-- For a continuously differentiable potential and path, the action density and the
climb rate are continuous along the path. -/
theorem continuousOn_density_and_rate (hV : ContDiff ℝ 1 V) (h : IsC1Path g v a b) :
    ContinuousOn (actionDensity V g v) (Icc a b) ∧
      ContinuousOn (climbRate V g v) (Icc a b) := by
  have hgrad : Continuous (gradient V) :=
    (InnerProductSpace.toDual ℝ E).symm.continuous.comp (hV.continuous_fderiv (by simp))
  have hg : ContinuousOn g (Icc a b) := fun t ht => (h.deriv t ht).continuousWithinAt
  have hG : ContinuousOn (fun t => gradient V (g t)) (Icc a b) := hgrad.comp_continuousOn hg
  exact ⟨hG.norm.mul h.vel.norm,
    (continuous_inner (𝕜 := ℝ) (E := E)).comp_continuousOn (hG.prodMk h.vel)⟩
```

The hypothesis `ContDiff ℝ 1 V` says that V is continuously differentiable on all of E. Its gradient is then continuous, and so is ∇V(g(t)) as a function of t. Norms, products and inner products preserve continuity, so d and r are continuous on [a,b] and can be integrated.

## From the climb rate to an energy difference

```lean
/-- For a continuously differentiable potential and path, the action minus `σ` times the
energy difference of the end points is the integral of the density minus `σ` times the
climb rate. -/
theorem integral_defect (hV : ContDiff ℝ 1 V) (h : IsC1Path g v a b) (hab : a ≤ b) (σ : ℝ) :
    ∫ t in a..b, (actionDensity V g v t - σ * climbRate V g v t) =
      geomAction V g v a b - σ * (V (g b) - V (g a)) := by
  obtain ⟨hd, hr⟩ := continuousOn_density_and_rate hV h
  have hdi := hd.intervalIntegrable_of_Icc (μ := volume) hab
  have hri := hr.intervalIntegrable_of_Icc (μ := volume) hab
  have hg : ContinuousOn g (Icc a b) := fun t ht => (h.deriv t ht).continuousWithinAt
  -- the chain rule: the energy changes at the climb rate
  have hder : ∀ t ∈ Ioo a b, HasDerivAt (fun s => V (g s)) (climbRate V g v t) t := by
    intro t ht
    have hF := (hV.differentiable (by simp) (g t)).hasGradientAt.hasFDerivAt
    have hv := (h.deriv t ⟨ht.1.le, ht.2.le⟩).hasDerivAt (Icc_mem_nhds ht.1 ht.2)
    exact (hF.comp_hasDerivAt t hv).congr_deriv rfl
  have hftc : ∫ t in a..b, climbRate V g v t = V (g b) - V (g a) :=
    intervalIntegral.integral_eq_sub_of_hasDerivAt_of_le hab
      (hV.continuous.comp_continuousOn hg) hder hri
  rw [intervalIntegral.integral_sub hdi (hri.const_mul σ),
    intervalIntegral.integral_const_mul, hftc, geomAction]
```

By the chain rule, for a < t < b,

d/dt V(g(t)) = ⟨∇V(g(t)), v(t)⟩ = r(t).

The fundamental theorem of calculus gives

∫ₐᵇ r(t) dt = V(g(b)) − V(g(a)).

Multiplying by a real number σ and subtracting from the action yields

∫ₐᵇ [d(t) − σ r(t)] dt = S(a,b) − σ [V(g(b)) − V(g(a))].

In the proof, `hder` is the chain rule and `hftc` the integrated form. The version of the fundamental theorem used there needs the derivative only in the open interval, together with continuity up to the ends. The final rewriting splits the integral.

## The bound on one segment

```lean
/-- Up to either sign, the climb rate never exceeds the action density. -/
theorem rate_le_density (V : E → ℝ) (g v : ℝ → E) {σ : ℝ} (hσ : |σ| = 1) (t : ℝ) :
    σ * climbRate V g v t ≤ actionDensity V g v t := by
  calc σ * climbRate V g v t ≤ |σ * climbRate V g v t| := le_abs_self _
    _ = |climbRate V g v t| := by rw [abs_mul, hσ, one_mul]
    _ ≤ actionDensity V g v t := abs_real_inner_le_norm _ _
```

From here on |σ| = 1, so σ is +1 for ascent or −1 for descent. The Cauchy–Schwarz inequality gives

σ r(t) ≤ |r(t)| ≤ ‖∇V(g(t))‖ ‖v(t)‖ = d(t).

The `calc` block contains the same chain.

```lean
/-- For a continuously differentiable potential and path, the action of a segment is at
least the energy gained (`σ = 1`) or lost (`σ = -1`) along it. -/
theorem segment_le (hV : ContDiff ℝ 1 V) (h : IsC1Path g v a b) (hab : a ≤ b)
    {σ : ℝ} (hσ : |σ| = 1) : σ * (V (g b) - V (g a)) ≤ geomAction V g v a b := by
  have h0 : 0 ≤ ∫ t in a..b, (actionDensity V g v t - σ * climbRate V g v t) :=
    intervalIntegral.integral_nonneg hab
      (fun t _ => sub_nonneg.2 (rate_le_density V g v hσ t))
  rw [integral_defect hV h hab σ] at h0
  linarith
```

The integrand d − σr is therefore nonnegative, and so is its integral. With the identity above,

S(a,b) ≥ σ [V(g(b)) − V(g(a))].

The action of a segment is at least the energy gained along it, and also at least the energy lost.

```lean
/-- If a segment of positive parameter length attains the bound, for a continuously
differentiable potential and path, then the signed climb rate equals the action density
on the whole closed segment. -/
theorem aligned_of_segment_eq (hV : ContDiff ℝ 1 V) (h : IsC1Path g v a b) (hab : a < b)
    {σ : ℝ} (hσ : |σ| = 1) (heq : geomAction V g v a b = σ * (V (g b) - V (g a))) :
    ∀ t ∈ Icc a b, σ * climbRate V g v t = actionDensity V g v t := by
  intro t ht
  by_contra hne
  obtain ⟨hd, hr⟩ := continuousOn_density_and_rate hV h
  -- a strict inequality at one point would make the integrated defect positive
  have hpos : 0 < ∫ t in a..b, (actionDensity V g v t - σ * climbRate V g v t) :=
    intervalIntegral.integral_pos hab (hd.sub (continuousOn_const.mul hr))
      (fun s _ => sub_nonneg.2 (rate_le_density V g v hσ s))
      ⟨t, ht, sub_pos.2 (lt_of_le_of_ne (rate_le_density V g v hσ t) hne)⟩
  rw [integral_defect hV h hab.le σ] at hpos
  linarith
```

Now suppose that a < b and that the segment attains its bound. Then the integral of d − σr is zero. If this continuous, nonnegative function were positive at one point, it would be positive on a small interval around that point, and its integral would be positive. Hence

σ r(t) = d(t) for all t in [a,b],

including the ends. The Lean proof is the same argument by contradiction: `by_contra` assumes that equality fails at t, and `integral_pos` produces the positive integral.

## Ascent before c, descent after c

```lean
/-- For a continuously differentiable potential and path, the geometric action is at least
`2 V(g(c)) - V(g(0)) - V(g(1))` for every `c` in `[0, 1]`. Equality holds exactly when the
climb rate is plus the action density before `c` and minus the action density after `c`. -/
theorem geometric_action_bound (hV : ContDiff ℝ 1 V) (h : IsC1Path g v 0 1)
    (hc : c ∈ Icc (0 : ℝ) 1) :
    2 * V (g c) - V (g 0) - V (g 1) ≤ geomAction V g v 0 1 ∧
    (geomAction V g v 0 1 = 2 * V (g c) - V (g 0) - V (g 1) ↔
      (∀ t ∈ Ico 0 c, climbRate V g v t = actionDensity V g v t) ∧
      (∀ t ∈ Ioc c 1, climbRate V g v t = -actionDensity V g v t)) := by
  have h1 : IsC1Path g v 0 c := h.mono le_rfl hc.2
  have h2 : IsC1Path g v c 1 := h.mono hc.1 le_rfl
  have s1 : |(1 : ℝ)| = 1 := by simp
  have s2 : |(-1 : ℝ)| = 1 := by simp
  have l1 := segment_le hV h1 hc.1 s1
  have l2 := segment_le hV h2 hc.2 s2
  -- split the action at `c`
  have hs : geomAction V g v 0 c + geomAction V g v c 1 = geomAction V g v 0 1 :=
    intervalIntegral.integral_add_adjacent_intervals
      ((continuousOn_density_and_rate hV h1).1.intervalIntegrable_of_Icc hc.1)
      ((continuousOn_density_and_rate hV h2).1.intervalIntegrable_of_Icc hc.2)
  refine ⟨by linarith, fun he => ⟨fun t ht => ?_, fun t ht => ?_⟩, ?_⟩
  · have := aligned_of_segment_eq hV h1 (lt_of_le_of_lt ht.1 ht.2) s1 (by linarith)
      t ⟨ht.1, ht.2.le⟩
    linarith
  · have := aligned_of_segment_eq hV h2 (lt_of_lt_of_le ht.1 ht.2) s2 (by linarith)
      t ⟨ht.1.le, ht.2⟩
    linarith
  · rintro ⟨hu, hd⟩
    -- alignment makes both defects vanish
    have z1 : ∫ t in (0 : ℝ)..c, (actionDensity V g v t - 1 * climbRate V g v t) = 0 := by
      rw [intervalIntegral.integral_of_le hc.1, integral_Ioc_eq_integral_Ioo]
      refine setIntegral_eq_zero_of_forall_eq_zero fun t ht => ?_
      rw [hu t ⟨ht.1.le, ht.2⟩]
      ring
    have z2 : ∫ t in c..(1 : ℝ), (actionDensity V g v t - (-1) * climbRate V g v t) = 0 := by
      rw [intervalIntegral.integral_of_le hc.2]
      refine setIntegral_eq_zero_of_forall_eq_zero fun t ht => ?_
      rw [hd t ht]
      ring
    rw [integral_defect hV h1 hc.1] at z1
    rw [integral_defect hV h2 hc.2] at z2
    linarith
```

The statement has two parts joined by `∧`: the inequality, and an equivalence `↔` that describes equality. `Ico 0 c` is [0,c) and `Ioc c 1` is (c,1], so the equality condition reads

r(t) = d(t) for 0 ≤ t < c,
r(t) = −d(t) for c < t ≤ 1.

For c = 0 the first line is empty, and for c = 1 the second is.

To derive the inequality, cut the path at c. Use σ = 1 on the first segment and σ = −1 on the second:

S(0,c) ≥ V(g(c)) − V(g(0)),
S(c,1) ≥ V(g(c)) − V(g(1)).

The two actions add up to S(0,1), which is `hs` in the proof, and adding the inequalities gives the bound.

If the total attains its bound, neither segment can exceed its own, so both are equalities. The previous theorem then gives the two conditions. It needs a segment of positive length, and any t in [0,c) or in (c,1] guarantees one.

Conversely, assume the two conditions. Then d − r vanishes on [0,c) and d + r vanishes on (c,1]. The single point c doesn't affect an integral, so both integrals are zero; these are `z1` and `z2`. By the identity for the integrals, each segment attains its bound, and the sum is the claimed equality.

```lean
/-- For a continuously differentiable potential and path and `c` in `[0, 1]`, the bound is
attained exactly when the velocity is aligned with the gradient before `c` and against it
after `c`, where either vector may vanish. -/
theorem action_eq_iff_steepest (hV : ContDiff ℝ 1 V) (h : IsC1Path g v 0 1)
    (hc : c ∈ Icc (0 : ℝ) 1) :
    geomAction V g v 0 1 = 2 * V (g c) - V (g 0) - V (g 1) ↔
      (∀ t ∈ Ico 0 c, ‖v t‖ • gradient V (g t) = ‖gradient V (g t)‖ • v t) ∧
      (∀ t ∈ Ioc c 1, ‖v t‖ • gradient V (g t) = -(‖gradient V (g t)‖ • v t)) := by
  rw [(geometric_action_bound hV h hc).2]
  refine and_congr (forall₂_congr fun t _ => ?_) (forall₂_congr fun t _ => ?_)
  · exact inner_eq_norm_mul_iff_real (x := gradient V (g t)) (y := v t)
  · have key := inner_eq_norm_mul_iff_real (x := gradient V (g t)) (y := -v t)
    rw [inner_neg_right, norm_neg, smul_neg] at key
    exact neg_eq_iff_eq_neg.symm.trans key
```

This theorem turns the condition on rates into one on directions. Write G = ∇V(g(t)) and v = v(t). Before c the condition is

‖v‖ G = ‖G‖ v,

and after c the right-hand side changes sign. When both vectors are nonzero, division by the norms gives

v/‖v‖ = G/‖G‖ before c,
v/‖v‖ = −G/‖G‖ after c.

The unnormalised form also admits points where the path pauses or the gradient vanishes.

The equivalence follows from expanding a square:

‖ ‖v‖G − ‖G‖v ‖² = 2 ‖G‖‖v‖ (‖G‖‖v‖ − ⟨G,v⟩).

If both vectors are nonzero, the left side vanishes exactly when ⟨G,v⟩ = ‖G‖‖v‖. If one of them is zero, both conditions hold trivially. Lean takes this equality case of Cauchy–Schwarz from `inner_eq_norm_mul_iff_real`, and applies it to −v for the descent.

## Where an optimal path turns

```lean
/-- If a continuously differentiable path attains the bound at an interior parameter `c`
and has nonzero velocity there, then `g(c)` is a critical point of the continuously
differentiable potential. -/
theorem turning_point_is_critical (hV : ContDiff ℝ 1 V) (h : IsC1Path g v 0 1)
    (hc : c ∈ Ioo (0 : ℝ) 1) (hv : v c ≠ 0)
    (heq : geomAction V g v 0 1 = 2 * V (g c) - V (g 0) - V (g 1)) :
    gradient V (g c) = 0 := by
  have hc' : c ∈ Icc (0 : ℝ) 1 := ⟨hc.1.le, hc.2.le⟩
  obtain ⟨hu, hd⟩ := (geometric_action_bound hV h hc').2.1 heq
  obtain ⟨hcd, hcr⟩ := continuousOn_density_and_rate hV h
  have cd := hcd.continuousAt (Icc_mem_nhds hc.1 hc.2)
  have cr := hcr.continuousAt (Icc_mem_nhds hc.1 hc.2)
  -- the one-sided limits at `c` give the climb rate both signs
  have e1 : climbRate V g v c = actionDensity V g v c := by
    refine tendsto_nhds_unique_of_eventuallyEq
      (cr.tendsto.mono_left (nhdsWithin_le_nhds (s := Iio c)))
      (cd.tendsto.mono_left nhdsWithin_le_nhds) ?_
    filter_upwards [Ioo_mem_nhdsLT hc.1] with t ht
    exact hu t ⟨ht.1.le, ht.2⟩
  have e2 : climbRate V g v c = -actionDensity V g v c := by
    refine tendsto_nhds_unique_of_eventuallyEq
      (cr.tendsto.mono_left (nhdsWithin_le_nhds (s := Ioi c)))
      (cd.neg.tendsto.mono_left nhdsWithin_le_nhds) ?_
    filter_upwards [Ioo_mem_nhdsGT hc.2] with t ht
    exact hd t ⟨ht.1, ht.2.le⟩
  have hz : ‖gradient V (g c)‖ * ‖v c‖ = 0 := by
    change actionDensity V g v c = 0
    linarith
  exact norm_eq_zero.1 ((mul_eq_zero.1 hz).resolve_right (norm_ne_zero_iff.2 hv))

end

end GeometricAction
```

`Ioo 0 1` is the open interval, so c now lies strictly between the ends. Suppose that the bound is attained and that v(c) ≠ 0. Approaching c from the left, where r = d, and from the right, where r = −d, continuity gives

r(c) = d(c) and r(c) = −d(c).

Hence d(c) = ‖∇V(g(c))‖ ‖v(c)‖ = 0. Since the velocity is nonzero, ∇V(g(c)) = 0. The facts `e1` and `e2` are the two one-sided limits, and `hz` is the vanishing product.

A path that attains the bound and moves through c without stopping therefore turns from ascent to descent at a stationary point of V. The theorem doesn't say that this point is a first-order saddle, which would require information about second derivatives.

Without the condition v(c) ≠ 0 the conclusion can fail. On the slope V(x) = x, the path g(t) = −(t − 1/2)² climbs to x = 0, stops at c = 1/2 and returns. Both sides of the bound equal 1/2, yet the gradient is 1 everywhere.

The theorems take the path as given and don't show that a path attaining the bound exists between two chosen minima. Taken literally, the smoothness assumed of V on the whole space also excludes surfaces with conical intersections or with singularities at coalescing nuclei. In finite dimension, a path that keeps away from such points is still covered: if V is continuously differentiable near the path, it can be replaced by a function that is continuously differentiable everywhere and agrees with V near the path, which changes neither side of the bound. The step left to the user is the one from a computed chain of images to a continuous curve: a sum over images only approximates the action, and its discretisation error has to be estimated separately before it is compared with the bound.

```lean
#print axioms GeometricAction.geometric_action_bound
-- 'GeometricAction.geometric_action_bound' depends on axioms: [propext, Classical.choice, Quot.sound]
#print axioms GeometricAction.action_eq_iff_steepest
-- 'GeometricAction.action_eq_iff_steepest' depends on axioms: [propext, Classical.choice, Quot.sound]
#print axioms GeometricAction.turning_point_is_critical
-- 'GeometricAction.turning_point_is_critical' depends on axioms: [propext, Classical.choice, Quot.sound]
```
